# For a polynomial q vanishing at u = ±1, the integral of q′(u)eˣᵘ over [−1, 1] is −x times that of q(u)eˣᵘ

Let q be a real polynomial with q(1) = q(−1) = 0, and let x be any real number. The lemma states that the integral of q′(u)eˣᵘ over [−1, 1] equals −x times the integral of q(u)eˣᵘ. The Boltzmann weight eˣᵘ is unnormalised here; dividing both sides by its own integral over [−1, 1] gives the same relation between thermal averages, ⟨q′⟩ = −x⟨q⟩. The attempt differentiates q(u)eˣᵘ by the product rule and integrates the result, which leaves only the boundary values at u = ±1. It then splits the integral of the sum in two, pulls out the constant x, and sets the boundary values to zero.

The failing Lean file:

```lean
import Mathlib

open Polynomial Filter Topology intervalIntegral

namespace IntegralDerivative

noncomputable section

/-- Integration by parts against the Boltzmann weight, for a polynomial that vanishes at both
poles `u = 1` and `u = -1`. -/
theorem integral_derivative (q : ℝ[X]) (x : ℝ) (h1 : q.eval 1 = 0) (h2 : q.eval (-1) = 0) :
    ∫ u in (-1 : ℝ)..1, (derivative q).eval u * Real.exp (x * u) =
      -x * ∫ u in (-1 : ℝ)..1, q.eval u * Real.exp (x * u) := by
  have hE : Continuous fun u : ℝ => Real.exp (x * u) := by fun_prop
  have c1 := (derivative q).continuous.mul hE
  have c2 := continuous_const (y := x) |>.mul (q.continuous.mul hE)
  have h : ∫ u in (-1 : ℝ)..1, ((derivative q).eval u * Real.exp (x * u) +
      x * (q.eval u * Real.exp (x * u))) =
      q.eval 1 * Real.exp (x * 1) - q.eval (-1) * Real.exp (x * (-1)) := by
    refine integral_eq_sub_of_hasDerivAt (f := fun u => q.eval u * Real.exp (x * u))
      (fun u _ => ?_) ((c1.add c2).intervalIntegrable _ _)
    exact ((q.hasDerivAt u).fun_mul ((hasDerivAt_id' u).const_mul x).exp).congr_deriv (by ring)
  rw [intervalIntegral.integral_add (c1.intervalIntegrable _ _) (c2.intervalIntegrable _ _),
    intervalIntegral.integral_const_mul, h1, h2] at h
  linarith

end

end IntegralDerivative
```

The error:

```
Main.lean:23:6: error: Tactic `rewrite` failed: Did not find an occurrence of the pattern
  ∫ (x_1 : ℝ) in ?m.319..?m.320,
    ((fun x => eval x (derivative q)) * fun u => Real.exp (x * u)) x_1 +
      ((fun x_2 => x) * ((fun x => eval x q) * fun u => Real.exp (x * u))) x_1 ∂?m.316
in the target expression
  ∫ (u : ℝ) in -1..1, eval u (derivative q) * Real.exp (x * u) + x * (eval u q * Real.exp (x * u)) =
    eval 1 q * Real.exp (x * 1) - eval (-1) q * Real.exp (x * -1)

q : ℝ[X]
x : ℝ
h1 : eval 1 q = 0
h2 : eval (-1) q = 0
hE : Continuous fun u => Real.exp (x * u)
c1 : Continuous ((fun x => eval x (derivative q)) * fun u => Real.exp (x * u))
c2 : Continuous ((fun x_1 => x) * ((fun x => eval x q) * fun u => Real.exp (x * u)))
h :
  ∫ (u : ℝ) in -1..1, eval u (derivative q) * Real.exp (x * u) + x * (eval u q * Real.exp (x * u)) =
    eval 1 q * Real.exp (x * 1) - eval (-1) q * Real.exp (x * -1)
⊢ ∫ (u : ℝ) in -1..1, eval u (derivative q) * Real.exp (x * u) = -x * ∫ (u : ℝ) in -1..1, eval u q * Real.exp (x * u)
```

Cause. The error says that `rw` could not find the left side of `intervalIntegral.integral_add` in `h`. `c1` and `c2` were given no stated type, so they took the one `Continuous.mul` produces, in which two functions are multiplied as functions: `(fun x => …) * fun u => …`. The integrability proofs built from them carried that form into the pattern. In `h` the values are multiplied at each `u`. The two forms are equal by definition, but `rw` does not unfold the product of functions when it looks for a match.

The repair states the types of `c1` and `c2` with the product taken at each `u`. Lean accepts the same continuity proofs for them, because checking a proof against a stated type does unfold that product. The pattern then has the form found in `h`, and the rewrite succeeds. Dropping `(y := x)` is mere tidying, since the stated type of `c2` already fixes the constant.

After these edits no error is left:

```diff
@@ -13,6 +13,8 @@
       -x * ∫ u in (-1 : ℝ)..1, q.eval u * Real.exp (x * u) := by
   have hE : Continuous fun u : ℝ => Real.exp (x * u) := by fun_prop
-  have c1 := (derivative q).continuous.mul hE
-  have c2 := continuous_const (y := x) |>.mul (q.continuous.mul hE)
+  have c1 : Continuous fun u : ℝ => (derivative q).eval u * Real.exp (x * u) :=
+    (derivative q).continuous.mul hE
+  have c2 : Continuous fun u : ℝ => x * (q.eval u * Real.exp (x * u)) :=
+    continuous_const.mul (q.continuous.mul hE)
   have h : ∫ u in (-1 : ℝ)..1, ((derivative q).eval u * Real.exp (x * u) +
       x * (q.eval u * Real.exp (x * u))) =
```
